# The Fano profile of a discrete level in a flat band

A discrete level $E_0$ is coupled with constant real strength $V\neq0$ to a flat band, which here means a continuum of uniform density on $[-D,D]$ and not a dispersionless band. The band states are normalised per unit energy. The squared modulus of the transition amplitude at $E+i\eta$, divided by that of a constant real direct amplitude $d\neq0$, tends to $(q+e)^2/(1+e^2)$ as $\eta$ decreases to 0, whenever $|E|<D$. Here $e=(E-E_0-F)/(\pi V^2)$ and $q=(VD_0/d+F)/(\pi V^2)$, where $F=V^2\ln\frac{D+E}{D-E}$ and $D_0$ is the real amplitude for exciting the level.

```lean
import Mathlib

open Filter Topology
open scoped Real
open Complex (I)

namespace FanoFlatBand

noncomputable section

/-- Self-energy of a discrete level coupled with constant strength `V` to the flat band
`[-D, D]`, at a complex energy `z` off the band. -/
def selfEnergy (V D : ℝ) (z : ℂ) : ℂ :=
  ∫ x in (-D)..D, (V : ℂ) ^ 2 / (z - (x : ℂ))

/-- Level shift `F = V² ln((D+E)/(D-E))` at an energy inside the band, `|E| < D`. -/
def levelShift (V D E : ℝ) : ℝ := V ^ 2 * Real.log ((D + E) / (D - E))

/-- The complex number `F - iπV²`, for `|E| < D`. -/
def boundarySelfEnergy (V D E : ℝ) : ℂ :=
  (levelShift V D E : ℂ) - I * (π : ℂ) * (V : ℂ) ^ 2

/-- Transition amplitude into the continuum dressed by the discrete level `E₀`, with direct
amplitude `d`, discrete amplitude `D₀` and self-energy `S`, for `z - E₀ - S ≠ 0`. -/
def amplitude (V d D₀ E₀ : ℝ) (z S : ℂ) : ℂ :=
  d + (V * D₀ + d * S) / (z - E₀ - S)

/-- Reduced energy `e = (E - E₀ - F)/(πV²)`, for `V ≠ 0` and `|E| < D`. -/
def reducedEnergy (V D E₀ E : ℝ) : ℝ := (E - E₀ - levelShift V D E) / (π * V ^ 2)

/-- Fano parameter `q = (V D₀/d + F)/(πV²)`, for `V ≠ 0`, `d ≠ 0` and `|E| < D`. -/
def fanoQ (V D d D₀ E : ℝ) : ℝ := (V * D₀ / d + levelShift V D E) / (π * V ^ 2)

/-- In the upper half-plane the flat-band self-energy is `V²` times a difference of two logarithms
belonging to the band edges. -/
theorem selfEnergy_eq_log (V D : ℝ) {z : ℂ} (hz : 0 < z.im) :
    selfEnergy V D z =
      (V : ℂ) ^ 2 * (Complex.log (-I * (z + D)) - Complex.log (-I * (z - D))) := by
  have hne : ∀ x : ℝ, z - (x : ℂ) ≠ 0 := by
    intro x h
    have h' := congrArg Complex.im h
    simp at h'
    linarith
  -- the rotated logarithm is an antiderivative that never meets the branch cut
  have hder : ∀ x ∈ Set.uIcc (-D) D,
      HasDerivAt (fun t : ℝ => -(V : ℂ) ^ 2 * Complex.log (-I * (z - (t : ℂ))))
        ((V : ℂ) ^ 2 / (z - (x : ℂ))) x := by
    intro x _
    have h1 : HasDerivAt (fun t : ℝ => -I * (z - (t : ℂ))) (-I * -((1 : ℝ) : ℂ)) x :=
      (((hasDerivAt_id x).ofReal_comp).const_sub z).const_mul (-I)
    have h2 := h1.clog_real (Complex.mem_slitPlane_iff.2 (Or.inl (by simpa using hz)))
    refine (h2.const_mul (-(V : ℂ) ^ 2)).congr_deriv ?_
    have hx := hne x
    have hI := Complex.I_ne_zero
    rw [Complex.ofReal_one]
    field_simp
  have hcont : Continuous fun x : ℝ => (V : ℂ) ^ 2 / (z - (x : ℂ)) :=
    continuous_const.div (by fun_prop) hne
  rw [selfEnergy, intervalIntegral.integral_eq_sub_of_hasDerivAt hder
    (hcont.intervalIntegrable _ _)]
  simp only [Complex.ofReal_neg, sub_neg_eq_add]
  ring

/-- Inside the band the self-energy at `E + iη` tends to `F - iπV²` as `η` decreases to 0. -/
theorem selfEnergy_tendsto (V : ℝ) {D E : ℝ} (hE : |E| < D) :
    Tendsto (fun η : ℝ => selfEnergy V D ((E : ℂ) + η * I)) (𝓝[>] 0)
      (𝓝 (boundarySelfEnergy V D E)) := by
  obtain ⟨hl, hr⟩ := abs_lt.1 hE
  have hp : 0 < D + E := by linarith
  have hm : 0 < D - E := by linarith
  have hlog : ∀ a : ℝ, a ≠ 0 →
      Tendsto (fun η : ℝ => Complex.log (-I * ((a : ℂ) + η * I))) (𝓝[>] 0)
        (𝓝 (Complex.log (-I * (a : ℂ)))) := by
    intro a ha
    have hc : Continuous fun η : ℝ => -I * ((a : ℂ) + η * I) := by fun_prop
    have ht : Tendsto (fun η : ℝ => -I * ((a : ℂ) + η * I)) (𝓝[>] 0) (𝓝 (-I * (a : ℂ))) :=
      (hc.tendsto' 0 _ (by simp)).mono_left nhdsWithin_le_nhds
    exact ht.clog (Complex.mem_slitPlane_iff.2 (Or.inr (by simpa using ha)))
  -- the two band edges contribute opposite phases of a quarter turn
  have l1 : Complex.log (-I * ((D + E : ℝ) : ℂ)) = (Real.log (D + E) : ℂ) - π / 2 * I := by
    rw [mul_comm, Complex.log_ofReal_mul hp (neg_ne_zero.2 Complex.I_ne_zero),
      Complex.log_neg_I]
    ring
  have l2 : Complex.log (-I * ((E - D : ℝ) : ℂ)) = (Real.log (D - E) : ℂ) + π / 2 * I := by
    have h : -I * ((E - D : ℝ) : ℂ) = ((D - E : ℝ) : ℂ) * I := by
      push_cast
      ring
    rw [h, Complex.log_ofReal_mul hm Complex.I_ne_zero, Complex.log_I]
  have h := ((hlog (D + E) hp.ne').sub (hlog (E - D) (by linarith : E - D < 0).ne)).const_mul
    ((V : ℂ) ^ 2)
  have hval : (V : ℂ) ^ 2 * (Complex.log (-I * ((D + E : ℝ) : ℂ))
      - Complex.log (-I * ((E - D : ℝ) : ℂ))) = boundarySelfEnergy V D E := by
    rw [l1, l2, boundarySelfEnergy, levelShift, Real.log_div hp.ne' hm.ne']
    push_cast
    ring
  rw [hval] at h
  refine h.congr' ?_
  filter_upwards [self_mem_nhdsWithin] with η hη
  have e1 : ((D + E : ℝ) : ℂ) + η * I = (E : ℂ) + η * I + D := by push_cast; ring
  have e2 : ((E - D : ℝ) : ℂ) + η * I = (E : ℂ) + η * I - D := by push_cast; ring
  rw [selfEnergy_eq_log V D (by simpa using hη), e1, e2]

/-- Over the common denominator the self-energy cancels from the numerator of the amplitude. -/
theorem amplitude_eq (V d D₀ E₀ : ℝ) {z S : ℂ} (h : z - E₀ - S ≠ 0) :
    amplitude V d D₀ E₀ z S = (d * (z - E₀) + V * D₀) / (z - E₀ - S) := by
  rw [amplitude, eq_div_iff h, add_mul, div_mul_cancel₀ _ h]
  ring

/-- For `V ≠ 0`, `z` off the band and a nonzero denominator, the response `b` of the discrete level
solves its equation of motion, driven by `D₀` and by the band, exactly when `d + V b` is the dressed
amplitude. -/
theorem coupled_equation_iff {V : ℝ} (hV : V ≠ 0) (D d D₀ E₀ : ℝ) {z : ℂ} (b : ℂ)
    (h : z - E₀ - selfEnergy V D z ≠ 0) :
    (z - E₀) * b = D₀ + V * ∫ x in (-D)..D, ((d : ℂ) + V * b) / (z - (x : ℂ)) ↔
      d + V * b = amplitude V d D₀ E₀ z (selfEnergy V D z) := by
  have hVC : (V : ℂ) ≠ 0 := Complex.ofReal_ne_zero.2 hV
  have hS : selfEnergy V D z = (V : ℂ) ^ 2 * ∫ x in (-D)..D, (z - (x : ℂ))⁻¹ := by
    simp only [selfEnergy, div_eq_mul_inv, intervalIntegral.integral_const_mul]
  have hI : ∫ x in (-D)..D, ((d : ℂ) + V * b) / (z - (x : ℂ)) =
      ((d : ℂ) + V * b) * ∫ x in (-D)..D, (z - (x : ℂ))⁻¹ := by
    simp only [div_eq_mul_inv, intervalIntegral.integral_const_mul]
  rw [amplitude_eq V d D₀ E₀ h, eq_div_iff h, hS, hI]
  constructor
  · intro h1
    linear_combination (V : ℂ) * h1
  · intro h1
    apply mul_left_cancel₀ hVC
    linear_combination h1

/-- For `V ≠ 0`, the complex number `E - E₀ - Σ` with `Σ = F - iπV²` is nonzero. -/
theorem denominator_ne_zero {V : ℝ} (hV : V ≠ 0) (D E₀ E : ℝ) :
    (E : ℂ) - E₀ - boundarySelfEnergy V D E ≠ 0 := by
  have aux : ∀ a b : ℝ, b ≠ 0 → (a : ℂ) + b * I ≠ 0 := by
    intro a b hb h
    apply hb
    simpa using congrArg Complex.im h
  intro h
  apply aux (E - E₀ - levelShift V D E) (π * V ^ 2) (by positivity)
  rw [boundarySelfEnergy] at h
  push_cast
  linear_combination h

/-- With the self-energy `F - iπV²`, the squared amplitude relative to the direct one is the
Fano profile `(q+e)²/(1+e²)`. -/
theorem fano_profile {V d : ℝ} (hV : V ≠ 0) (hd : d ≠ 0) (D D₀ E₀ E : ℝ) :
    ‖amplitude V d D₀ E₀ E (boundarySelfEnergy V D E) / d‖ ^ 2 =
      (fanoQ V D d D₀ E + reducedEnergy V D E₀ E) ^ 2 / (1 + reducedEnergy V D E₀ E ^ 2) := by
  have hne := denominator_ne_zero hV D E₀ E
  have hdC : (d : ℂ) ≠ 0 := Complex.ofReal_ne_zero.2 hd
  have hp : E - E₀ - levelShift V D E = π * V ^ 2 * reducedEnergy V D E₀ E := by
    rw [reducedEnergy]
    field_simp
  have hq : d * (π * V ^ 2 * fanoQ V D d D₀ E) = V * D₀ + d * levelShift V D E := by
    rw [fanoQ]
    field_simp
  generalize reducedEnergy V D E₀ E = e at *
  generalize fanoQ V D d D₀ E = q at *
  have hpC : (E : ℂ) - E₀ - levelShift V D E = π * (V : ℂ) ^ 2 * e := by exact_mod_cast hp
  have hqC : (d : ℂ) * (π * (V : ℂ) ^ 2 * q) = V * D₀ + d * levelShift V D E := by
    exact_mod_cast hq
  -- numerator and denominator in reduced units
  have h1 : (E : ℂ) - E₀ - boundarySelfEnergy V D E = π * (V : ℂ) ^ 2 * (e + I) := by
    rw [boundarySelfEnergy]
    linear_combination hpC
  have h2 : (d : ℂ) * (E - E₀) + V * D₀ = d * (π * (V : ℂ) ^ 2) * (q + e) := by
    linear_combination (d : ℂ) * hpC - hqC
  have heI : (e : ℂ) + I ≠ 0 := by
    intro h
    have h' := congrArg Complex.im h
    simp at h'
  have hkey : amplitude V d D₀ E₀ E (boundarySelfEnergy V D E) / d =
      ((q + e : ℝ) : ℂ) / ((e : ℂ) + I) := by
    rw [amplitude_eq V d D₀ E₀ hne, div_div, div_eq_div_iff (mul_ne_zero hne hdC) heI]
    push_cast
    linear_combination ((e : ℂ) + I) * h2 - ((q : ℂ) + e) * d * h1
  have hn : Complex.normSq ((e : ℂ) + I) = 1 + e ^ 2 := by
    simp [Complex.normSq_apply]
    ring
  rw [hkey, ← Complex.normSq_eq_norm_sq, Complex.normSq_div, Complex.normSq_ofReal, hn]
  ring

/-- Inside a flat band, the squared dressed amplitude at `E + iη`, relative to the direct one,
tends to the Fano profile `(q+e)²/(1+e²)` as `η` decreases to 0. -/
theorem fano_profile_tendsto {V d D E : ℝ} (hV : V ≠ 0) (hd : d ≠ 0) (hE : |E| < D)
    (D₀ E₀ : ℝ) :
    Tendsto (fun η : ℝ => ‖amplitude V d D₀ E₀ ((E : ℂ) + η * I)
        (selfEnergy V D ((E : ℂ) + η * I)) / d‖ ^ 2) (𝓝[>] 0)
      (𝓝 ((fanoQ V D d D₀ E + reducedEnergy V D E₀ E) ^ 2 /
        (1 + reducedEnergy V D E₀ E ^ 2))) := by
  have hS := selfEnergy_tendsto V hE
  have hc : Continuous fun η : ℝ => (E : ℂ) + η * I := by fun_prop
  have hz : Tendsto (fun η : ℝ => (E : ℂ) + η * I) (𝓝[>] 0) (𝓝 (E : ℂ)) :=
    (hc.tendsto' 0 _ (by simp)).mono_left nhdsWithin_le_nhds
  have hA : Tendsto (fun η : ℝ => amplitude V d D₀ E₀ ((E : ℂ) + η * I)
      (selfEnergy V D ((E : ℂ) + η * I))) (𝓝[>] 0)
      (𝓝 (amplitude V d D₀ E₀ E (boundarySelfEnergy V D E))) := by
    unfold amplitude
    exact tendsto_const_nhds.add ((tendsto_const_nhds.add (hS.const_mul (d : ℂ))).div
      ((hz.sub tendsto_const_nhds).sub hS) (denominator_ne_zero hV D E₀ E))
  rw [← fano_profile hV hd D D₀ E₀ E]
  exact (hA.div_const (d : ℂ)).norm.pow 2

/-- With the self-energy `F - iπV²`, the amplitude vanishes exactly at `E = E₀ - V D₀/d`. -/
theorem amplitude_eq_zero_iff {V d : ℝ} (hV : V ≠ 0) (hd : d ≠ 0) (D D₀ E₀ E : ℝ) :
    amplitude V d D₀ E₀ E (boundarySelfEnergy V D E) = 0 ↔ E = E₀ - V * D₀ / d := by
  have hne := denominator_ne_zero hV D E₀ E
  rw [amplitude_eq V d D₀ E₀ hne, div_eq_zero_iff, or_iff_left hne]
  constructor
  · intro h
    have hr : d * (E - E₀) + V * D₀ = 0 := by exact_mod_cast h
    have hs : V * D₀ / d = E₀ - E := by
      rw [div_eq_iff hd]
      linear_combination hr
    linarith
  · intro h
    have hs : d * (V * D₀ / d) = V * D₀ := by field_simp
    have hr : d * (E - E₀) + V * D₀ = 0 := by linear_combination d * h - hs
    exact_mod_cast hr

end

end FanoFlatBand
```

```lean
#print axioms FanoFlatBand.coupled_equation_iff
-- 'FanoFlatBand.coupled_equation_iff' depends on axioms: [propext, Classical.choice, Quot.sound]
#print axioms FanoFlatBand.fano_profile_tendsto
-- 'FanoFlatBand.fano_profile_tendsto' depends on axioms: [propext, Classical.choice, Quot.sound]
#print axioms FanoFlatBand.amplitude_eq_zero_iff
-- 'FanoFlatBand.amplitude_eq_zero_iff' depends on axioms: [propext, Classical.choice, Quot.sound]
```

## From the band integral to the line shape

The definition `selfEnergy` is the integral

$$S(z)=\int_{-D}^{D}\frac{V^2}{z-x}\,dx$$

at a complex energy $z$. The theorem `selfEnergy_tendsto` says that, for $|E|<D$, $S(E+i\eta)$ tends to $\Sigma=F-i\pi V^2$ as $\eta$ decreases to 0. In Lean, `𝓝[>] 0` expresses this one-sided limit, `levelShift` is $F$, and `boundarySelfEnergy` is $\Sigma$.

The transition amplitude `amplitude` is

$$A(z,S)=d+\frac{VD_0+dS}{z-E_0-S}.$$

Divided by $d$, it becomes $1+(VD_0/d+S)/(z-E_0-S)$. The theorem `fano_profile` evaluates the squared modulus of this ratio at $z=E$, $S=\Sigma$. The main theorem, `fano_profile_tendsto`, starts from the actual integral at $E+i\eta$ and takes the limit. The quantities $e$ and $q$ are `reducedEnergy` and `fanoQ`.

## One level, one band and two excitation paths

The band can be reached directly, with amplitude $d$, or through the discrete level. Their interference gives the asymmetric line of an autoionising resonance, treated here for a single level and a single band with real, energy-independent couplings. The band states are normalised per unit energy, so $V^2$ has the dimension of an energy.

Let $b$ be the response of the level and $c_x$ that of the band state at energy $x$. Their driven equations are

$$(z-x)c_x=d+Vb,\qquad (z-E_0)b=D_0+V\int_{-D}^{D}c_x\,dx.$$

The file starts with $c_x$ already eliminated. For $V\neq0$, $z$ off the band and a nonvanishing denominator, `coupled_equation_iff` shows that the remaining equation for $b$ is equivalent to $d+Vb=A(z,S(z))$. The amplitude therefore follows from this equation of motion, which is itself the model's assumption.

The positive $\eta$ selects the causal response. The condition $V\neq0$ gives $\Sigma$ a nonzero imaginary part, which broadens the resonance, and $d\neq0$ provides a direct background against which to measure the strength. The condition $|E|<D$ places the energy inside the continuum. Some of the algebraic theorems omit this last condition, but $\Sigma$ represents the boundary value of the band integral only when it holds.

Since $F$ varies with $E$, so does $q$. The result is thus a Fano formula at each energy, and not a curve with one fixed $q$ across the whole band. In the wide-band limit $D\to\infty$ at fixed $E$, the shift $F$ goes to 0, and the parameters reduce to

$$e\to\frac{E-E_0}{\pi V^2},\qquad q\to\frac{D_0}{\pi Vd},$$

so that $q$ becomes constant.

## Where the shift and the width come from

For $\operatorname{Im}z>0$, the number $-i(z-x)$ has positive real part $\operatorname{Im}z$. Its principal logarithm therefore never meets the branch cut, and

$$\frac{d}{dx}\left[-V^2\log(-i(z-x))\right]=\frac{V^2}{z-x}.$$

Evaluation at the two band edges gives

$$S(z)=V^2\left[\log(-i(z+D))-\log(-i(z-D))\right].$$

This is `selfEnergy_eq_log`; its proof checks the derivative in `hder` and applies the fundamental theorem of calculus.

Now set $z=E+i\eta$ and let $\eta$ decrease to 0. Because $D+E$ and $D-E$ are positive, the two logarithms tend to

$$\log(-i(D+E))=\ln(D+E)-\frac{i\pi}{2},$$

$$\log(i(D-E))=\ln(D-E)+\frac{i\pi}{2}.$$

Their difference is $\ln\frac{D+E}{D-E}-i\pi$, and multiplication by $V^2$ gives $\Sigma$. In `selfEnergy_tendsto`, `hlog` supplies the continuity of the logarithms, while `l1` and `l2` compute these two values.

## Why the shift cancels in the numerator

Write $S$ for $S(z)$. The band integral of $1/(z-x)$ is $S/V^2$, so the equation for $b$ becomes

$$(z-E_0)b=D_0+\frac{S}{V}(d+Vb).$$

Multiplying by $V$ and adding $d(z-E_0)$ to both sides gives

$$(d+Vb)(z-E_0-S)=d(z-E_0)+VD_0.$$

Division by $z-E_0-S$ yields $A$ over a common denominator, the form established in `amplitude_eq`. The proof of `coupled_equation_iff` follows these steps and reverses them by cancelling the nonzero factor $V$.

At $z=E$ and $S=\Sigma$, the definitions of $e$ and $q$ give

$$E-E_0-\Sigma=\pi V^2(e+i),$$

$$d(E-E_0)+VD_0=d\,\pi V^2(q+e).$$

These are `h1` and `h2` in `fano_profile`. Therefore

$$\frac{A}{d}=\frac{q+e}{e+i},\qquad \left|\frac{A}{d}\right|^2=\frac{(q+e)^2}{1+e^2}.$$

The first equality is `hkey`; the second uses $|e+i|^2=1+e^2$.

The denominator has imaginary part $\pi V^2\neq0$, as `denominator_ne_zero` records. This allows `fano_profile_tendsto` to pass to the limit in the quotient, then in the norm and its square.

The same numerator shows where the absorption vanishes. According to `amplitude_eq_zero_iff`, the amplitude with self-energy $\Sigma$ is zero exactly when

$$E=E_0-\frac{VD_0}{d}.$$

When this energy lies inside the band, the two paths cancel there completely. The level shift $F$ changes both $e$ and $q$, but it drops out of $q+e$ and so does not move the zero.
